# For a real Hamiltonian with a nondegenerate ground state, the matrix $\Lambda$ in the second-order g-shift $-2\lambda\Lambda$ is real, symmetric and positive semidefinite

Let $H$ be a real Hamiltonian matrix with orthonormal eigenstates $n$ and real energies $E_n$, and let the ground state $g$ lie strictly below all others. For Hermitian, purely imaginary matrices $L_k$, the matrix

$$\Lambda_{kl}=\sum_{n\neq g}\frac{(L_k)_{gn}(L_l)_{ng}}{E_n-E_g}$$

is real, symmetric and positive semidefinite. Here $H$ and $L_k$ are written in a basis of real orbitals, while $(L_k)_{gn}$ denotes the matrix element between the eigenstates $g$ and $n$. Excited levels may be degenerate, and the eigenvectors may be complex.

Take a finite set of orbital states that all share one spin $\mathbf S$, with spin-orbit coupling $\lambda\,\mathbf L\cdot\mathbf S$ and orbital Zeeman coupling $\mu_B\,\mathbf B\cdot\mathbf L$, where $\mathbf L$ and $\mathbf S$ are in units of $\hbar$, $\mathbf B$ is the magnetic field and $\mu_B$ the Bohr magneton. In second order, the cross term of the two couplings shifts the g-tensor $\mathbf g$, defined by the Zeeman term $\mu_B\,\mathbf B\cdot\mathbf g\cdot\mathbf S$, by $-2\lambda\Lambda$, so no diagonal element of the shift is positive when $\lambda>0$, and none is negative when $\lambda<0$. Spin and perturbation theory do not enter below: the sum is taken as the definition of $\Lambda$.

## Setting

The finite type `ι` labels both the real orthonormal orbitals and the eigenstates; `κ` labels the components of $L$.

```lean
import Mathlib

open Matrix Finset

namespace OrbitalGShift

noncomputable section

variable {ι κ : Type*} [Fintype ι] [DecidableEq ι] [Fintype κ]
```

The columns of $U$ are the eigenvectors. With $D=\mathrm{diag}(E_n)$, the structure `IsEigenbasis H U E` says $U^\dagger U=1$ and $HU=UD$. In real orbitals, the Hamiltonian of orbital motion without a magnetic field or spin-orbit coupling is a real matrix, which is why $H$ is taken real.

```lean
/-- The columns of `U` are a complete orthonormal set of complex eigenvectors of the real
Hamiltonian matrix `H`, with real energies `E`. -/
structure IsEigenbasis (H : Matrix ι ι ℝ) (U : Matrix ι ι ℂ) (E : ι → ℝ) : Prop where
  orthonormal : Uᴴ * U = 1
  eigen : H.map (fun x => (x : ℂ)) * U = U * diagonal (fun n => (E n : ℂ))
```

Write $A_k=U^\dagger L_kU$ for the matrix of $L_k$ between eigenstates; in Lean it is `matElem U (L k)`. In real orbitals, orbital angular momentum $-i\hbar\,\mathbf r\times\nabla$ has purely imaginary matrix elements, which is the condition placed on $L_k$.

```lean
/-- The matrix of an operator `L` between the states in the columns of `U`. -/
def matElem (U L : Matrix ι ι ℂ) : Matrix ι ι ℂ := Uᴴ * L * U
```

The matrix $\Lambda$ is `gShift U E g L`, with complex entries $\Lambda_{kl}=\sum_{n\ne g}(A_k)_{gn}(A_l)_{ng}/(E_n-E_g)$.

```lean
/-- The g-shift matrix without its spin-orbit prefactor `-2λ`: `∑ (L_k)_gn (L_l)_ng / (E_n - E_g)`
over all states `n` other than `g`; its domain is `E n ≠ E g` for `n ≠ g`. -/
def gShift (U : Matrix ι ι ℂ) (E : ι → ℝ) (g : ι) (L : κ → Matrix ι ι ℂ) : Matrix κ κ ℂ :=
  Matrix.of fun k l => ∑ n ∈ univ.erase g,
    matElem U (L k) g n * matElem U (L l) n g / ((E n - E g : ℝ) : ℂ)
```

The overlaps between the eigenstates and their complex conjugates form $W=U^\dagger\bar U$, where the bar conjugates each entry.

```lean
/-- The overlaps between the eigenstates and their complex conjugates. -/
def conjOverlap (U : Matrix ι ι ℂ) : Matrix ι ι ℂ := Uᴴ * U.map (starRingEnd ℂ)
```

## (a) The bras as left eigenvectors

Show that $U^\dagger H=DU^\dagger$.

Since $U$ is square, $U^\dagger U=1$ gives $UU^\dagger=1$. Hence $U^\dagger H=U^\dagger(HU)U^\dagger=U^\dagger UDU^\dagger=DU^\dagger$. The `calc` block follows this chain.

```lean
/-- The adjoint eigenvalue equation: the bras of the eigenbasis are left eigenvectors. -/
theorem IsEigenbasis.left_eigen {H : Matrix ι ι ℝ} {U : Matrix ι ι ℂ} {E : ι → ℝ}
    (h : IsEigenbasis H U E) :
    Uᴴ * H.map (fun x => (x : ℂ)) = diagonal (fun n => (E n : ℂ)) * Uᴴ := by
  have hU : U * Uᴴ = 1 := mul_eq_one_comm.mp h.orthonormal
  calc Uᴴ * H.map (fun x => (x : ℂ))
      = Uᴴ * (H.map (fun x => (x : ℂ)) * U) * Uᴴ := by
        rw [Matrix.mul_assoc, Matrix.mul_assoc, hU, Matrix.mul_one]
    _ = diagonal (fun n => (E n : ℂ)) * Uᴴ := by
        rw [h.eigen, ← Matrix.mul_assoc, h.orthonormal, Matrix.one_mul]
```

## (b) Symmetry of the Hamiltonian

Symmetry of $H$ was not assumed. Show that $H^T=H$.

Multiplying (a) by $U$ gives $H=UDU^\dagger$. As $D$ is real, $H^\dagger=H$ (`hC`), and for real entries this is $H^T=H$.

```lean
/-- A real Hamiltonian with an orthonormal eigenbasis and real energies is symmetric. -/
theorem IsEigenbasis.isSymm {H : Matrix ι ι ℝ} {U : Matrix ι ι ℂ} {E : ι → ℝ}
    (h : IsEigenbasis H U E) : H.IsSymm := by
  have hU : U * Uᴴ = 1 := mul_eq_one_comm.mp h.orthonormal
  have hD : (diagonal (fun n => (E n : ℂ)))ᴴ = diagonal (fun n => (E n : ℂ)) := by
    rw [diagonal_conjTranspose]
    congr 1
    funext n
    simp
  have hS : H.map (fun x => (x : ℂ)) = U * (diagonal (fun n => (E n : ℂ)) * Uᴴ) := by
    rw [← h.left_eigen, ← Matrix.mul_assoc, hU, Matrix.one_mul]
  have hC : (H.map (fun x => (x : ℂ)))ᴴ = H.map (fun x => (x : ℂ)) := by
    rw [hS, conjTranspose_mul, conjTranspose_mul, conjTranspose_conjTranspose, hD,
      Matrix.mul_assoc]
  ext i j
  have hij := congrFun (congrFun hC i) j
  simpa [conjTranspose_apply] using hij
```

## (c) Overlaps between different energies

Show that $W_{nm}=0$ whenever $E_n\neq E_m$.

Conjugating $HU=UD$ gives $H\bar U=\bar UD$ (`hV`), because $H$ and $D$ are real. With (a),

$$DW=U^\dagger H\bar U=U^\dagger\bar UD=WD.$$

The $(n,m)$ entry reads $(E_n-E_m)W_{nm}=0$, and the first factor is nonzero.

```lean
/-- For a real Hamiltonian, an eigenstate and the complex conjugate of another eigenstate are
orthogonal when their energies differ. -/
theorem conjOverlap_eq_zero {H : Matrix ι ι ℝ} {U : Matrix ι ι ℂ} {E : ι → ℝ}
    (h : IsEigenbasis H U E) {n m : ι} (hnm : E n ≠ E m) : conjOverlap U n m = 0 := by
  -- the conjugated eigenvectors solve the same eigenvalue equation
  have hV : H.map (fun x => (x : ℂ)) * U.map (starRingEnd ℂ)
      = U.map (starRingEnd ℂ) * diagonal (fun n => (E n : ℂ)) := by
    have h1 := congrArg (fun M : Matrix ι ι ℂ => M.map (starRingEnd ℂ)) h.eigen
    have h2 : (H.map (fun x => (x : ℂ))).map (starRingEnd ℂ) = H.map (fun x => (x : ℂ)) := by
      ext i j
      simp
    have h3 : (diagonal (fun n => (E n : ℂ))).map (starRingEnd ℂ)
        = diagonal (fun n => (E n : ℂ)) := by
      ext i j
      by_cases hij : i = j <;> simp [hij]
    simpa only [Matrix.map_mul, h2, h3] using h1
  have hc : diagonal (fun n => (E n : ℂ)) * conjOverlap U
      = conjOverlap U * diagonal (fun n => (E n : ℂ)) := by
    unfold conjOverlap
    rw [← Matrix.mul_assoc, ← h.left_eigen, Matrix.mul_assoc, hV, Matrix.mul_assoc]
  have he := congrFun (congrFun hc n) m
  rw [diagonal_mul, mul_diagonal] at he
  have hne : (E n : ℂ) - E m ≠ 0 := sub_ne_zero.mpr (by exact_mod_cast hnm)
  exact (mul_eq_zero.mp (by linear_combination he :
    ((E n : ℂ) - E m) * conjOverlap U n m = 0)).resolve_left hne
```

## (d) Expectation values in an isolated state

For this part let $W$ be any unitary matrix with $W_{ng}=0$ for all $n\ne g$. Show that $(W^\dagger XW)_{gg}=X_{gg}$ for every matrix $X$.

Column $g$ of $W$ has only the entry $W_{gg}$, so $(W^\dagger XW)_{gg}=|W_{gg}|^2X_{gg}$; this is `key`. Putting $X=1$ gives $|W_{gg}|^2=1$.

```lean
/-- A unitary change of states that does not mix `g` with the other states leaves every
expectation value in `g` unchanged. -/
theorem isolated_expectation {W : Matrix ι ι ℂ} {g : ι} (hW : Wᴴ * W = 1)
    (h0 : ∀ n, n ≠ g → W n g = 0) (X : Matrix ι ι ℂ) : (Wᴴ * X * W) g g = X g g := by
  have key : ∀ Y : Matrix ι ι ℂ, (Wᴴ * Y * W) g g = star (W g g) * Y g g * W g g := by
    intro Y
    have hl : (Wᴴ * Y) g g = star (W g g) * Y g g := by
      rw [Matrix.mul_apply]
      refine (Finset.sum_eq_single g ?_ ?_).trans ?_
      · intro b _ hb
        simp [h0 b hb]
      · simp
      · rw [conjTranspose_apply]
    rw [Matrix.mul_apply, ← hl]
    refine Finset.sum_eq_single g ?_ ?_
    · intro b _ hb
      simp [h0 b hb]
    · simp
  have h1 := key 1
  rw [Matrix.mul_one, hW, one_apply_eq] at h1
  rw [key X]
  linear_combination -(X g g) * h1
```

## (e) Reality

Return to $W=U^\dagger\bar U$. Show that $\operatorname{Im}\Lambda_{kl}=0$.

Let $F$ be diagonal with $F_{nn}=1/(E_n-E_g)$ for $n\ne g$ and $F_{gg}=0$, the value Lean's convention $0^{-1}=0$ supplies. Then $\Lambda_{kl}=(A_kFA_l)_{gg}$, which is `hprod`.

From $UU^\dagger=1$ we get $\bar U=UW$, and $W$ is unitary because $U$ and $\bar U$ are. Since $\bar L_k=-L_k$,

$$\bar A_k=-W^\dagger A_kW.$$

By (c), $W$ connects only equal energies, so $WF=FW$. The two minus signs cancel:

$$\overline{A_kFA_l}=W^\dagger A_kWFW^\dagger A_lW=W^\dagger A_kFA_lW.$$

This is `hconj`, where `noncomm_ring` regroups the products. Because $E_n>E_g$ for $n\ne g$, (c) also gives $W_{ng}=0$. Part (d) then yields $\bar\Lambda_{kl}=\Lambda_{kl}$.

```lean
omit [Fintype κ] in
/-- For a real Hamiltonian with a nondegenerate ground level and purely imaginary `L_k`, every
element of the g-shift matrix is real. -/
theorem gShift_im {H : Matrix ι ι ℝ} {U : Matrix ι ι ℂ} {E : ι → ℝ} {g : ι}
    {L : κ → Matrix ι ι ℂ} (h : IsEigenbasis H U E) (hg : ∀ n, n ≠ g → E g < E n)
    (hI : ∀ k i j, (L k i j).re = 0) (k l : κ) : (gShift U E g L k l).im = 0 := by
  have hU : U * Uᴴ = 1 := mul_eq_one_comm.mp h.orthonormal
  set W := conjOverlap U with hWdef
  set F : Matrix ι ι ℂ := diagonal (fun n => ((E n - E g : ℝ) : ℂ)⁻¹) with hF
  have hV : U.map (starRingEnd ℂ) = U * W := by
    rw [hWdef, conjOverlap, ← Matrix.mul_assoc, hU, Matrix.one_mul]
  have hVt : (Uᴴ).map (starRingEnd ℂ) = Wᴴ * Uᴴ := by
    rw [← conjTranspose_mul, ← hV]
    ext i j
    simp [conjTranspose_apply]
  have hWW : Wᴴ * W = 1 := by
    have h1 := congrArg (fun M : Matrix ι ι ℂ => M.map (starRingEnd ℂ)) h.orthonormal
    have h2 : (1 : Matrix ι ι ℂ).map (starRingEnd ℂ) = 1 :=
      Matrix.map_one _ (map_zero _) (map_one _)
    simp only [Matrix.map_mul, h2, hV, hVt] at h1
    calc Wᴴ * W = Wᴴ * (Uᴴ * U) * W := by rw [h.orthonormal, Matrix.mul_one]
      _ = 1 := by rw [← h1]; noncomm_ring
  -- the overlap matrix commutes with the energy denominators
  have hWF : W * F = F * W := by
    ext n m
    rw [hF, mul_diagonal, diagonal_mul]
    by_cases hnm : E n = E m
    · rw [hnm, mul_comm]
    · rw [hWdef, conjOverlap_eq_zero h hnm, zero_mul, mul_zero]
  have hA : ∀ k, (matElem U (L k)).map (starRingEnd ℂ) = -(Wᴴ * matElem U (L k) * W) := by
    intro k
    have hL : (L k).map (starRingEnd ℂ) = -L k := by
      ext i j
      apply Complex.ext <;> simp [hI k i j]
    rw [matElem, Matrix.map_mul, Matrix.map_mul, hL, hV, hVt]
    noncomm_ring
  have hFc : F.map (starRingEnd ℂ) = F := by
    ext i j
    by_cases hij : i = j <;> simp [hF, hij]
  have hprod : gShift U E g L k l = (matElem U (L k) * F * matElem U (L l)) g g := by
    rw [gShift, Matrix.of_apply, Finset.sum_erase _ (by simp), Matrix.mul_apply]
    refine Finset.sum_congr rfl fun n _ => ?_
    rw [hF, mul_diagonal]
    ring
  have hconj : (matElem U (L k) * F * matElem U (L l)).map (starRingEnd ℂ)
      = Wᴴ * (matElem U (L k) * F * matElem U (L l)) * W := by
    rw [Matrix.map_mul, Matrix.map_mul, hA, hA, hFc]
    calc -(Wᴴ * matElem U (L k) * W) * F * -(Wᴴ * matElem U (L l) * W)
        = Wᴴ * matElem U (L k) * (W * F) * Wᴴ * matElem U (L l) * W := by noncomm_ring
      _ = Wᴴ * matElem U (L k) * F * (W * Wᴴ) * matElem U (L l) * W := by
          rw [hWF]; noncomm_ring
      _ = Wᴴ * (matElem U (L k) * F * matElem U (L l)) * W := by
          rw [mul_eq_one_comm.mp hWW]; noncomm_ring
  apply Complex.conj_eq_iff_im.mp
  rw [hprod]
  have he := congrFun (congrFun hconj g) g
  rw [Matrix.map_apply] at he
  rw [he]
  exact isolated_expectation hWW
    (fun n hn => conjOverlap_eq_zero h (hg n hn).ne') _
```

## (f) Matrix elements in opposite order

For Hermitian $L$ and $A=U^\dagger LU$, show that $\overline{A_{nm}}=A_{mn}$.

We have $A^\dagger=U^\dagger L^\dagger U=A$; take the $(m,n)$ entry.

```lean
omit [DecidableEq ι] [Fintype κ] in
/-- Matrix elements of a Hermitian operator in opposite order are complex conjugates. -/
theorem matElem_conj {U L : Matrix ι ι ℂ} (hL : L.IsHermitian) (n m : ι) :
    starRingEnd ℂ (matElem U L n m) = matElem U L m n := by
  have hA : (matElem U L)ᴴ = matElem U L := by
    rw [matElem, conjTranspose_mul, conjTranspose_mul, conjTranspose_conjTranspose, hL.eq,
      Matrix.mul_assoc]
  exact congrFun (congrFun hA m) n
```

## (g) The quadratic form

For Hermitian $L_k$ and real coefficients $c_k$, show that

$$\sum_{k,l}c_kc_l\operatorname{Re}\Lambda_{kl}=\sum_{n\ne g}\frac{\bigl|\sum_lc_l(A_l)_{ng}\bigr|^2}{E_n-E_g}.$$

By (f), $(A_k)_{gn}=\overline{(A_k)_{ng}}$. Moving the sum over $n$ outside, which `Finset.sum_comm` does, leaves the numerator

$$\sum_{k,l}c_k\overline{(A_k)_{ng}}\,c_l(A_l)_{ng}=\Bigl|\sum_lc_l(A_l)_{ng}\Bigr|^2.$$

Taking real parts finishes the calculation.

```lean
/-- For real `c`, the quadratic form of the real part of `gShift` is the sum over the other states
`n` of the squared modulus of the coupling of `∑ c_l L_l` to `g`, divided by `E n - E g`. -/
theorem gShift_quadratic {U : Matrix ι ι ℂ} {E : ι → ℝ} {g : ι} {L : κ → Matrix ι ι ℂ}
    (hL : ∀ k, (L k).IsHermitian) (c : κ → ℝ) :
    ∑ k, ∑ l, c k * c l * (gShift U E g L k l).re = ∑ n ∈ univ.erase g,
      Complex.normSq (∑ l, (c l : ℂ) * matElem U (L l) n g) / (E n - E g) := by
  have h : ∑ k, ∑ l, ((c k * c l : ℝ) : ℂ) * gShift U E g L k l = ∑ n ∈ univ.erase g,
      ((Complex.normSq (∑ l, (c l : ℂ) * matElem U (L l) n g) / (E n - E g) : ℝ) : ℂ) := by
    simp only [gShift, Matrix.of_apply, Finset.mul_sum]
    refine (Finset.sum_congr rfl fun k _ => Finset.sum_comm).trans ?_
    refine Finset.sum_comm.trans (Finset.sum_congr rfl fun n _ => ?_)
    rw [Complex.ofReal_div, Complex.normSq_eq_conj_mul_self, map_sum, Finset.sum_mul_sum,
      Finset.sum_div]
    refine Finset.sum_congr rfl fun k _ => ?_
    rw [Finset.sum_div]
    refine Finset.sum_congr rfl fun l _ => ?_
    rw [map_mul, Complex.conj_ofReal, matElem_conj (hL k), Complex.ofReal_mul]
    ring
  have hr := congrArg Complex.re h
  simpa only [Complex.re_sum, Complex.re_ofReal_mul, Complex.ofReal_re] using hr
```

## (h) The three properties together

Show that $\Lambda$ is real, that $\Lambda_{kl}=\Lambda_{lk}$, and that $\sum_{k,l}c_kc_l\operatorname{Re}\Lambda_{kl}\ge0$ for all real $c$.

Reality is (e). With (f) it gives symmetry:

$$\Lambda_{lk}=\overline{\Lambda_{lk}}=\sum_{n\ne g}\frac{(A_l)_{ng}(A_k)_{gn}}{E_n-E_g}=\Lambda_{kl}.$$

In (g), every numerator is nonnegative and every denominator positive, so the form is nonnegative. For a real symmetric matrix this is positive semidefiniteness. The Lean conclusion lists the three properties in the same order.

```lean
/-- For a real Hamiltonian with a nondegenerate ground level and Hermitian, purely imaginary
`L_k`, the g-shift matrix is real, symmetric and positive semidefinite. -/
theorem gShift_real_symm_posSemidef {H : Matrix ι ι ℝ} {U : Matrix ι ι ℂ} {E : ι → ℝ} {g : ι}
    {L : κ → Matrix ι ι ℂ} (h : IsEigenbasis H U E) (hg : ∀ n, n ≠ g → E g < E n)
    (hL : ∀ k, (L k).IsHermitian) (hI : ∀ k i j, (L k i j).re = 0) :
    (∀ k l, (gShift U E g L k l).im = 0) ∧ (gShift U E g L).IsSymm ∧
      ∀ c : κ → ℝ, 0 ≤ ∑ k, ∑ l, c k * c l * (gShift U E g L k l).re := by
  refine ⟨gShift_im h hg hI, ?_, fun c => ?_⟩
  · ext k l
    rw [transpose_apply, ← Complex.conj_eq_iff_im.mpr (gShift_im h hg hI l k)]
    -- conjugation exchanges the two operators
    simp only [gShift, Matrix.of_apply, map_sum, map_div₀, map_mul, Complex.conj_ofReal,
      matElem_conj (hL _)]
    exact Finset.sum_congr rfl fun n _ => by ring
  · rw [gShift_quadratic hL]
    exact Finset.sum_nonneg fun n hn => div_nonneg (Complex.normSq_nonneg _)
      (sub_pos.mpr (hg n (Finset.ne_of_mem_erase hn))).le
```

## (i) Directions without a shift

Show that, for real $c$,

$$\sum_{k,l}c_kc_l\operatorname{Re}\Lambda_{kl}=0\iff\sum_lc_l(A_l)_{ng}=0\ \text{ for all }n\ne g.$$

A sum of nonnegative terms vanishes exactly when each term does. In (g) the denominators are positive, so each squared modulus must be zero. Thus the form vanishes exactly when the component of $L$ along $c$ couples $g$ to no excited state.

```lean
/-- For real `c`, the quadratic form of the real part of `gShift` vanishes exactly when the
component of `L` along `c` couples the ground state to no excited state. -/
theorem gShift_eq_zero_iff {U : Matrix ι ι ℂ} {E : ι → ℝ} {g : ι} {L : κ → Matrix ι ι ℂ}
    (hg : ∀ n, n ≠ g → E g < E n) (hL : ∀ k, (L k).IsHermitian) (c : κ → ℝ) :
    ∑ k, ∑ l, c k * c l * (gShift U E g L k l).re = 0 ↔
      ∀ n, n ≠ g → ∑ l, (c l : ℂ) * matElem U (L l) n g = 0 := by
  rw [gShift_quadratic hL, Finset.sum_eq_zero_iff_of_nonneg fun n hn =>
    div_nonneg (Complex.normSq_nonneg _) (sub_pos.mpr (hg n (Finset.ne_of_mem_erase hn))).le]
  refine ⟨fun h n hn => ?_, fun h n hn => ?_⟩
  · have h1 := h n (Finset.mem_erase.mpr ⟨hn, Finset.mem_univ n⟩)
    exact Complex.normSq_eq_zero.mp
      ((div_eq_zero_iff.mp h1).resolve_right (sub_pos.mpr (hg n hn)).ne')
  · rw [h n (Finset.ne_of_mem_erase hn), map_zero, zero_div]
```

## (j) A split p shell

Take the real orbitals $p_x,p_y,p_z$, numbered $0,1,2$, with energies $0,a,b$ and $a,b>0$. The angular momentum matrices, in units of $\hbar$, are these:

```lean
/-- The three orbital angular momentum matrices in the real basis `p_x, p_y, p_z`, in units
of `ħ`. -/
def pShellL : Fin 3 → Matrix (Fin 3) (Fin 3) ℂ :=
  ![!![0, 0, 0; 0, 0, -Complex.I; 0, Complex.I, 0],
    !![0, 0, Complex.I; 0, 0, 0; -Complex.I, 0, 0],
    !![0, -Complex.I, 0; Complex.I, 0, 0; 0, 0, 0]]
```

Show that the hypotheses of (h) are met and that $\Lambda=\mathrm{diag}(0,1/b,1/a)$.

The Hamiltonian is already diagonal, so $U=1$ and $g=0$. The three matrices are visibly Hermitian and imaginary. $L_x$ does not couple $p_x$ to anything. $L_y$ couples it only to $p_z$, contributing $i(-i)/b=1/b$; $L_z$ couples it only to $p_y$, contributing $(-i)i/a=1/a$. No two components reach the same excited orbital, so the off-diagonal entries vanish. Lean checks the entries case by case with `fin_cases` and `simp`.

```lean
/-- A p shell with orbital energies `0, a, b`, where `a` and `b` are positive, meets all the
hypotheses, and its g-shift matrix is diagonal with entries `0, 1/b, 1/a`. -/
theorem pShell_witness {a b : ℝ} (ha : 0 < a) (hb : 0 < b) :
    IsEigenbasis (diagonal ![0, a, b]) 1 ![0, a, b] ∧
      (∀ n : Fin 3, n ≠ 0 → (![0, a, b] : Fin 3 → ℝ) 0 < (![0, a, b] : Fin 3 → ℝ) n) ∧
      (∀ k, (pShellL k).IsHermitian) ∧ (∀ k i j, (pShellL k i j).re = 0) ∧
      gShift 1 ![0, a, b] 0 pShellL = diagonal ![0, 1 / (b : ℂ), 1 / (a : ℂ)] := by
  refine ⟨⟨by simp, ?_⟩, ?_, ?_, ?_, ?_⟩
  · rw [Matrix.mul_one, Matrix.one_mul]
    ext i j
    by_cases hij : i = j <;> simp [hij]
  · intro n hn
    fin_cases n
    · exact absurd rfl hn
    · simpa using ha
    · simpa using hb
  · intro k
    ext i j
    fin_cases k <;> fin_cases i <;> fin_cases j <;> simp [pShellL, conjTranspose_apply]
  · intro k i j
    fin_cases k <;> fin_cases i <;> fin_cases j <;> simp [pShellL]
  · have hs : (univ : Finset (Fin 3)).erase 0 = {1, 2} := by decide
    ext k l
    rw [gShift, Matrix.of_apply, hs, Finset.sum_pair (by decide)]
    fin_cases k <;> fin_cases l <;> simp [matElem, pShellL]

end

end OrbitalGShift
```

```lean
#print axioms OrbitalGShift.IsEigenbasis.isSymm
#print axioms OrbitalGShift.gShift_real_symm_posSemidef
#print axioms OrbitalGShift.gShift_eq_zero_iff
```

```
'OrbitalGShift.IsEigenbasis.isSymm' depends on axioms: [propext, Classical.choice, Quot.sound]
'OrbitalGShift.gShift_real_symm_posSemidef' depends on axioms: [propext, Classical.choice, Quot.sound]
'OrbitalGShift.gShift_eq_zero_iff' depends on axioms: [propext, Classical.choice, Quot.sound]
```
